# Rational lattice metrics have orthogonal supercells, but the triangular lattice has no square one

Take a planar lattice whose primitive vectors $a_0,a_1$ both have squared length 2 and scalar product 1. Removing from $a_1$ its component along $a_0$ leaves $a_1-\tfrac12a_0$, which is orthogonal to $a_0$ but is not a lattice vector. Doubling it gives $-a_0+2a_1$, which is. The edges $a_0$ and $-a_0+2a_1$ span a rectangular supercell with squared edge lengths 2 and 6, containing two primitive cells.

The same two moves, orthogonalise and clear denominators, work in any dimension. Let $G_{ij}=a_i\cdot a_j$ be the metric, and let the columns of an integer matrix $M$ be the supercell edges in units of the primitive vectors. The supercell metric is then $M^TGM$. If $G$ is rational, symmetric and positive definite, some integer $M$ with $\det M\neq0$ satisfies

$$M^TGM=\mathrm{diag}(d_0,\dots,d_{n-1}),\qquad d_i>0.$$

Equal edges are a stronger demand: for the triangular metric above, no such $M$ gives $M^TGM=cI$.

## Converting a primitive cell to an orthogonal box

A code that replaces an oblique primitive cell by an orthogonal simulation box needs such an $M$. For a perfect lattice with an exactly rational metric the search has a solution, though the theorem puts no bound on the number $|\det M|$ of primitive cells. Rationality means that, in a suitable unit of length, all squared lengths and scalar products of the primitive vectors are rational.

## Orthogonalise, then clear denominators

Let $e_j$ be the coordinate vectors. Set $p_0=e_0$ and, for $j>0$,

$$p_j=e_j-\sum_{i<j}\frac{p_i^TGe_j}{p_i^TGp_i}\,p_i .$$

Each $p_j$ is rational, and it is nonzero because its $e_j$ coefficient is 1, so every denominator is positive. For $k<j$, orthogonality of the earlier vectors leaves $p_k^TGp_j=p_k^TGe_j-p_k^TGe_j=0$. The matrix $P$ with columns $p_j$ is triangular with unit diagonal, so $\det P=1$, and $P^TGP=D$ is diagonal with positive entries.

Let $N\neq0$ be a common denominator of the entries of $P$. Then $M=NP$ is an integer matrix, $\det M=N^n\det P\neq0$, and $M^TGM=N^2D$.

## The determinant decides whether a square cell exists

Let $G$ be a rational metric in two dimensions, and suppose $M^TGM=cI$ with $\det M\neq0$. Taking determinants gives $c^2=(\det M)^2\det G$, so $\det G=(c/\det M)^2$ is a rational square.

Conversely, let $\det G=s^2$ with $s$ rational, and put $u=(s,0)$ and $w=(-G_{01},G_{00})$. Then $Gw=(0,s^2)$, so

$$u^TGu=s^2G_{00},\qquad u^TGw=0,\qquad w^TGw=s^2G_{00}.$$

Positivity gives $G_{00}>0$ and $w^TGw>0$, hence $s\neq0$, and $u,w$ are independent. Clearing denominators gives a square supercell.

The triangular metric has determinant $4-1=3$. If $3=(p/q)^2$ in lowest terms, then $p^2=3q^2$, so 3 divides $p$, then also $q$, a contradiction. Hence there is no square supercell.

## An irrational metric with no orthogonal supercell

Let $G_{00}=1$, $G_{01}=G_{10}=\sqrt2$ and $G_{11}=3$. This is positive definite, since $x^TGx=(x_0+\sqrt2x_1)^2+x_1^2$. For $M$ with rows $(a,b)$ and $(c,d)$, orthogonal edges require

$$ab+3cd+\sqrt2\,(ad+bc)=0 .$$

Irrationality of $\sqrt2$ forces $ad+bc=0$ and $ab+3cd=0$. Then $\det M=ad-bc=2ad\neq0$, so $a,d\neq0$. Multiplying the second equation by $b$ and using $bc=-ad$ gives $a(b^2-3d^2)=0$. So $3=(b/d)^2$, which is impossible.

## The Lean file

```lean
import Mathlib

open Matrix

namespace OrthogonalSupercell

/-- A lattice metric: a symmetric matrix of scalar products of primitive vectors that gives
every nonzero vector a positive squared length. -/
def IsMetric {n : ℕ} {R : Type*} [Field R] [LinearOrder R]
    (G : Matrix (Fin n) (Fin n) R) : Prop :=
  G.IsSymm ∧ ∀ x : Fin n → R, x ≠ 0 → 0 < x ⬝ᵥ G *ᵥ x

/-- The metric `Mᵀ G M` of the supercell whose edge vectors are the columns of the integer
matrix `M`, in units of the primitive vectors. -/
def supercellMetric {n : ℕ} {R : Type*} [Field R]
    (G : Matrix (Fin n) (Fin n) R) (M : Matrix (Fin n) (Fin n) ℤ) :
    Matrix (Fin n) (Fin n) R :=
  (M.map (Int.cast : ℤ → R))ᵀ * G * M.map (Int.cast : ℤ → R)

/-- The metric of the triangular lattice, with squared edge length 2 and scalar product 1. -/
def triangular : Matrix (Fin 2) (Fin 2) ℚ := !![2, 1; 1, 2]

/-- An oblique planar metric with an irrational scalar product of the primitive vectors. -/
noncomputable def oblique : Matrix (Fin 2) (Fin 2) ℝ := !![1, √2; √2, 3]

/-- The determinant of `Mᵀ G M` is the determinant of `G` times the square of `det M`, for every
integer matrix `M`. -/
theorem det_supercellMetric {n : ℕ} {R : Type*} [Field R]
    (G : Matrix (Fin n) (Fin n) R) (M : Matrix (Fin n) (Fin n) ℤ) :
    (supercellMetric G M).det = (M.det : R) ^ 2 * G.det := by
  have h : (M.det : R) = (M.map (Int.cast : ℤ → R)).det := (Int.castRingHom R).map_det M
  rw [supercellMetric, det_mul, det_mul, det_transpose, ← h]
  ring

/-- A rational frame `P` of independent vectors can be enlarged by an integer `N` to a
supercell, and every metric seen in that supercell is `N ^ 2` times the one seen in `P`. -/
theorem exists_supercell_of_frame {n : ℕ} (P : Matrix (Fin n) (Fin n) ℚ) (hP : P.det ≠ 0) :
    ∃ N : ℤ, N ≠ 0 ∧ ∃ M : Matrix (Fin n) (Fin n) ℤ, M.det ≠ 0 ∧
      ∀ G, supercellMetric G M = (N : ℚ) ^ 2 • (Pᵀ * G * P) := by
  -- a common denominator of all entries
  obtain ⟨N, hN, hdvd⟩ : ∃ N : ℤ, N ≠ 0 ∧ ∀ i j, ((P i j).den : ℤ) ∣ N := by
    refine ⟨∏ i, ∏ j, ((P i j).den : ℤ), ?_, fun i j => ?_⟩
    · exact Finset.prod_ne_zero_iff.mpr fun i _ => Finset.prod_ne_zero_iff.mpr fun j _ => by
        exact_mod_cast (P i j).den_nz
    · exact (Finset.dvd_prod_of_mem (fun j => ((P i j).den : ℤ)) (Finset.mem_univ j)).trans
        (Finset.dvd_prod_of_mem (fun i => ∏ j, ((P i j).den : ℤ)) (Finset.mem_univ i))
  choose k hk using hdvd
  let M : Matrix (Fin n) (Fin n) ℤ := Matrix.of fun i j => (P i j).num * k i j
  have hM : M.map (Int.cast : ℤ → ℚ) = (N : ℚ) • P := by
    ext i j
    have h : P i j * ((P i j).den : ℚ) = (P i j).num := Rat.mul_den_eq_num _
    have hN' : (N : ℚ) = ((P i j).den : ℚ) * (k i j : ℚ) := by exact_mod_cast hk i j
    have hl : M.map (Int.cast : ℤ → ℚ) i j = ((P i j).num : ℚ) * (k i j : ℚ) :=
      Int.cast_mul _ _
    rw [hl, Matrix.smul_apply, smul_eq_mul, hN']
    linear_combination (-(k i j : ℚ)) * h
  refine ⟨N, hN, M, fun h0 => ?_, fun G => ?_⟩
  · have h : (M.det : ℚ) = (M.map (Int.cast : ℤ → ℚ)).det := (Int.castRingHom ℚ).map_det M
    rw [h0, hM, det_smul, Int.cast_zero] at h
    exact mul_ne_zero (pow_ne_zero _ (Int.cast_ne_zero.mpr hN)) hP h.symm
  · rw [supercellMetric, hM, transpose_smul, Matrix.smul_mul, Matrix.smul_mul,
      Matrix.mul_smul, smul_smul, sq]

/-- Every rational lattice metric has an orthogonal frame of independent vectors with rational
coordinates, and their squared lengths are positive. -/
theorem exists_orthogonal_frame {n : ℕ} (G : Matrix (Fin n) (Fin n) ℚ) (hG : IsMetric G) :
    ∃ P : Matrix (Fin n) (Fin n) ℚ, P.det ≠ 0 ∧
      ∃ d : Fin n → ℚ, (∀ i, 0 < d i) ∧ Pᵀ * G * P = diagonal d := by
  have : Invertible (2 : ℚ) := invertibleOfNonzero two_ne_zero
  obtain ⟨v, hv⟩ := LinearMap.BilinForm.exists_orthogonal_basis (B := Matrix.toBilin' G)
    ⟨fun x y => by
      simp only [Matrix.toBilin'_apply', RingHom.id_apply]
      rw [Matrix.dotProduct_mulVec, ← Matrix.mulVec_transpose, hG.1.eq, dotProduct_comm]⟩
  let e : Fin (Module.finrank ℚ (Fin n → ℚ)) ≃ Fin n := finCongr (by simp)
  let P : Matrix (Fin n) (Fin n) ℚ := Matrix.of fun i j => v (e.symm j) i
  let d : Fin n → ℚ := fun j => v (e.symm j) ⬝ᵥ G *ᵥ v (e.symm j)
  have hd : ∀ i, 0 < d i := fun i => hG.2 _ (v.ne_zero _)
  have hD : Pᵀ * G * P = diagonal d := by
    ext i j
    have hij : (Pᵀ * G * P) i j = v (e.symm i) ⬝ᵥ G *ᵥ v (e.symm j) := by
      rw [Matrix.mul_assoc]
      rfl
    rw [hij]
    by_cases h : i = j
    · subst h
      rw [diagonal_apply_eq]
    · have h0 : Matrix.toBilin' G (v (e.symm i)) (v (e.symm j)) = 0 :=
        hv (e.symm.injective.ne h)
      rw [diagonal_apply_ne _ h, ← Matrix.toBilin'_apply', h0]
  refine ⟨P, fun h0 => ?_, d, hd, hD⟩
  -- a singular frame would have a vanishing product of squared lengths
  have h := congrArg Matrix.det hD
  rw [det_mul, h0, mul_zero, det_diagonal] at h
  exact (Finset.prod_pos fun i _ => hd i).ne h

/-- Every lattice with a rational metric, in any dimension, has an orthogonal supercell: its
metric is diagonal, with positive squared edge lengths. -/
theorem exists_orthogonal_supercell {n : ℕ} (G : Matrix (Fin n) (Fin n) ℚ)
    (hG : IsMetric G) :
    ∃ M : Matrix (Fin n) (Fin n) ℤ, M.det ≠ 0 ∧
      ∃ d : Fin n → ℚ, (∀ i, 0 < d i) ∧ supercellMetric G M = diagonal d := by
  obtain ⟨P, hP, d, hd, hD⟩ := exists_orthogonal_frame G hG
  obtain ⟨N, hN, M, hM, h⟩ := exists_supercell_of_frame P hP
  have hN' : (N : ℚ) ≠ 0 := Int.cast_ne_zero.mpr hN
  refine ⟨M, hM, (N : ℚ) ^ 2 • d, fun i => ?_, ?_⟩
  · exact mul_pos (by positivity) (hd i)
  · rw [h, hD, ← Matrix.diagonal_smul]

/-- A planar lattice with a rational metric has a square supercell exactly when the determinant
of the metric is the square of a rational number. -/
theorem square_supercell_iff (G : Matrix (Fin 2) (Fin 2) ℚ) (hG : IsMetric G) :
    (∃ M : Matrix (Fin 2) (Fin 2) ℤ, M.det ≠ 0 ∧ ∃ c : ℚ, supercellMetric G M = c • 1) ↔
      IsSquare G.det := by
  constructor
  · rintro ⟨M, hM, c, hc⟩
    have h := det_supercellMetric G M
    rw [hc, det_smul, det_one, Fintype.card_fin, mul_one] at h
    have hM' : (M.det : ℚ) ≠ 0 := Int.cast_ne_zero.mpr hM
    refine ⟨c / M.det, ?_⟩
    rw [div_mul_div_comm, eq_div_iff (mul_ne_zero hM' hM')]
    linear_combination -h
  · rintro ⟨s, hs⟩
    rw [det_fin_two] at hs
    have h10 : G 1 0 = G 0 1 := hG.1.apply 0 1
    have h00 : 0 < G 0 0 := by
      have h := hG.2 ![1, 0] (fun h => one_ne_zero (congrFun h 0))
      simpa [Matrix.mulVec, dotProduct, Fin.sum_univ_two] using h
    have hs0 : s ≠ 0 := by
      intro h0
      have h := hG.2 ![-G 0 1, G 0 0] (fun h => h00.ne' (congrFun h 1))
      have e : ![-G 0 1, G 0 0] ⬝ᵥ G *ᵥ ![-G 0 1, G 0 0] = G 0 0 * (s * s) := by
        simp only [Matrix.mulVec, dotProduct, Fin.sum_univ_two]
        change -G 0 1 * (G 0 0 * -G 0 1 + G 0 1 * G 0 0)
          + G 0 0 * (G 1 0 * -G 0 1 + G 1 1 * G 0 0) = _
        linear_combination G 0 0 * hs
      rw [e, h0] at h
      simp at h
    -- the first edge, stretched by `s`, and a vector orthogonal to it of equal length
    obtain ⟨N, -, M, hM, h⟩ := exists_supercell_of_frame !![s, -G 0 1; 0, G 0 0]
      (by rw [det_fin_two_of, mul_zero, sub_zero]; exact mul_ne_zero hs0 h00.ne')
    refine ⟨M, hM, (N : ℚ) ^ 2 * (s * s * G 0 0), ?_⟩
    have hk : (s * s * G 0 0) • (1 : Matrix (Fin 2) (Fin 2) ℚ)
        = !![s * s * G 0 0, 0; 0, s * s * G 0 0] := by
      ext i j
      fin_cases i <;> fin_cases j <;> simp
    rw [h, ← smul_smul, hk]
    congr 1
    ext i j
    simp only [Matrix.mul_apply, Matrix.transpose_apply, Fin.sum_univ_two]
    fin_cases i <;> fin_cases j
    · change (s * G 0 0 + 0 * G 1 0) * s + (s * G 0 1 + 0 * G 1 1) * 0 = s * s * G 0 0
      ring
    · change (s * G 0 0 + 0 * G 1 0) * -G 0 1 + (s * G 0 1 + 0 * G 1 1) * G 0 0 = 0
      ring
    · change (-G 0 1 * G 0 0 + G 0 0 * G 1 0) * s + (-G 0 1 * G 0 1 + G 0 0 * G 1 1) * 0 = 0
      linear_combination G 0 0 * s * h10
    · change (-G 0 1 * G 0 0 + G 0 0 * G 1 0) * -G 0 1
        + (-G 0 1 * G 0 1 + G 0 0 * G 1 1) * G 0 0 = s * s * G 0 0
      linear_combination G 0 0 * hs

/-- The number 3 is not the square of a rational number. -/
theorem three_not_isSquare : ¬ IsSquare (3 : ℚ) := by
  rintro ⟨r, hr⟩
  apply Nat.prime_three.irrational_sqrt
  have h : ((3 : ℕ) : ℝ) = (r : ℝ) ^ 2 := by
    rw [sq]
    exact_mod_cast hr
  exact ⟨|r|, by rw [h, Real.sqrt_sq_eq_abs, Rat.cast_abs]⟩

/-- The triangular metric is a lattice metric, and the supercell with edges `(1, 0)` and
`(-1, 2)` is rectangular with squared edge lengths 2 and 6. -/
theorem triangular_witness : IsMetric triangular ∧
    supercellMetric triangular !![1, -1; 0, 2] = diagonal ![2, 6] := by
  refine ⟨⟨?_, fun x hx => ?_⟩, ?_⟩
  · ext i j
    fin_cases i <;> fin_cases j <;> rfl
  · have e : x ⬝ᵥ triangular *ᵥ x = x 0 ^ 2 + x 1 ^ 2 + (x 0 + x 1) ^ 2 := by
      simp [triangular, Matrix.mulVec, dotProduct, Fin.sum_univ_two]
      ring
    rw [e]
    by_contra h
    have h0 : x 0 = 0 := (pow_eq_zero_iff two_ne_zero).mp (by
      linarith [sq_nonneg (x 0), sq_nonneg (x 1), sq_nonneg (x 0 + x 1)])
    have h1 : x 1 = 0 := (pow_eq_zero_iff two_ne_zero).mp (by
      linarith [sq_nonneg (x 0), sq_nonneg (x 1), sq_nonneg (x 0 + x 1)])
    apply hx
    ext i
    fin_cases i
    exacts [h0, h1]
  · ext i j
    fin_cases i <;> fin_cases j <;>
      norm_num [supercellMetric, triangular, Matrix.mul_apply, Fin.sum_univ_two]

/-- The triangular lattice has no square supercell: no integer `M` with nonzero determinant
turns its metric into a multiple of the identity. -/
theorem triangular_no_square_supercell (M : Matrix (Fin 2) (Fin 2) ℤ) (hM : M.det ≠ 0)
    (c : ℚ) : supercellMetric triangular M ≠ c • 1 := by
  intro h
  have hsq := (square_supercell_iff triangular triangular_witness.1).mp ⟨M, hM, c, h⟩
  have hdet : triangular.det = 3 := by
    rw [triangular, det_fin_two_of]
    norm_num
  rw [hdet] at hsq
  exact three_not_isSquare hsq

/-- Rationality of the metric cannot be dropped: the oblique metric is a lattice metric, yet
none of its supercells is orthogonal. -/
theorem oblique_no_orthogonal_supercell : IsMetric oblique ∧
    ∀ M : Matrix (Fin 2) (Fin 2) ℤ, M.det ≠ 0 → ¬ (supercellMetric oblique M).IsDiag := by
  have h2 : √2 ^ 2 = (2 : ℝ) := Real.sq_sqrt (by norm_num)
  refine ⟨⟨?_, fun x hx => ?_⟩, fun M hM hdiag => ?_⟩
  · ext i j
    fin_cases i <;> fin_cases j <;> rfl
  · have e : x ⬝ᵥ oblique *ᵥ x = (x 0 + √2 * x 1) ^ 2 + x 1 ^ 2 := by
      simp [oblique, Matrix.mulVec, dotProduct, Fin.sum_univ_two]
      linear_combination (-(x 1) ^ 2) * h2
    rw [e]
    by_contra h
    have h1 : x 1 = 0 := (pow_eq_zero_iff two_ne_zero).mp (by
      linarith [sq_nonneg (x 1), sq_nonneg (x 0 + √2 * x 1)])
    have h0 : x 0 + √2 * x 1 = 0 := (pow_eq_zero_iff two_ne_zero).mp (by
      linarith [sq_nonneg (x 1), sq_nonneg (x 0 + √2 * x 1)])
    rw [h1, mul_zero, add_zero] at h0
    apply hx
    ext i
    fin_cases i
    exacts [h0, h1]
  · have h : supercellMetric oblique M 0 1 = 0 := hdiag (by decide)
    have e : supercellMetric oblique M 0 1 = (M 0 0 * M 0 1 + 3 * M 1 0 * M 1 1 : ℝ)
        + √2 * (M 0 0 * M 1 1 + M 1 0 * M 0 1) := by
      simp [supercellMetric, oblique, Matrix.mul_apply, Fin.sum_univ_two]
      ring
    rw [e] at h
    rw [det_fin_two] at hM
    generalize M 0 0 = a at *
    generalize M 0 1 = b at *
    generalize M 1 0 = c at *
    generalize M 1 1 = d at *
    -- the coefficient of the irrational number must vanish
    have hq : a * d + c * b = 0 := by
      by_contra hq
      have hq' : (a * d + c * b : ℝ) ≠ 0 := by exact_mod_cast hq
      apply irrational_sqrt_two
      refine ⟨(-(a * b + 3 * c * d) : ℚ) / (a * d + c * b), ?_⟩
      push_cast
      rw [div_eq_iff hq']
      linear_combination -h
    have hq' : (a * d + c * b : ℝ) = 0 := by exact_mod_cast hq
    rw [hq', mul_zero, add_zero] at h
    have hp : a * b + 3 * c * d = 0 := by exact_mod_cast h
    have had : a * d ≠ 0 := fun h0 => hM (by linear_combination 2 * h0 - hq)
    have ha : a ≠ 0 := left_ne_zero_of_mul had
    have hd : (d : ℚ) ≠ 0 := Int.cast_ne_zero.mpr (right_ne_zero_of_mul had)
    -- what remains would make 3 a rational square
    have hb : b * b = 3 * (d * d) :=
      mul_left_cancel₀ ha (by linear_combination b * hp - 3 * d * hq)
    have hb' : (b * b : ℚ) = 3 * (d * d) := by exact_mod_cast hb
    refine three_not_isSquare ⟨b / d, ?_⟩
    rw [div_mul_div_comm, eq_div_iff (mul_ne_zero hd hd)]
    exact hb'.symm

end OrthogonalSupercell
```

```lean
#print axioms OrthogonalSupercell.exists_orthogonal_supercell
-- 'OrthogonalSupercell.exists_orthogonal_supercell' depends on axioms: [propext, Classical.choice, Quot.sound]
#print axioms OrthogonalSupercell.triangular_no_square_supercell
-- 'OrthogonalSupercell.triangular_no_square_supercell' depends on axioms: [propext, Classical.choice, Quot.sound]
#print axioms OrthogonalSupercell.oblique_no_orthogonal_supercell
-- 'OrthogonalSupercell.oblique_no_orthogonal_supercell' depends on axioms: [propext, Classical.choice, Quot.sound]
```

## How the file follows the derivation

`IsMetric` says that $G$ is symmetric and gives every nonzero vector a positive squared length. `supercellMetric G M` is $M^TGM$, with the integers of `M` cast into the field. The condition `M.det ≠ 0` makes the edges independent and allows either handedness.

- `exists_orthogonal_frame` takes an orthogonal basis from Mathlib's theorem on symmetric bilinear forms, where the derivation uses explicit Gram–Schmidt. The determinant of `P` is nonzero because otherwise the product of the positive squared lengths would vanish.
- `exists_supercell_of_frame` takes for `N` the product of all denominators and builds `M` entry by entry. `exists_orthogonal_supercell` combines the two lemmas.
- `det_supercellMetric` is the determinant law. `square_supercell_iff` uses it in one direction and the frame $u,w$ in the other, with `linear_combination` checking the algebra.
- `triangular_witness` checks the opening example, with positivity from $x_0^2+x_1^2+(x_0+x_1)^2$. `triangular_no_square_supercell` applies the criterion to determinant 3, for every rational `c`.
- `oblique_no_orthogonal_supercell` follows the irrational example; `IsDiag` means that the off-diagonal entries vanish.

## Cell size, rounding and atoms

The main theorem gives existence, not the smallest cell, and the product of denominators can be far larger than necessary. Rationality is sufficient, not necessary: a rectangular lattice with an irrational ratio of squared edges is already orthogonal. The criterion for equal edges is two-dimensional; cubic supercells are not treated.

The arithmetic is exact. Finite floating-point entries are themselves rational, but rounding can introduce large denominators and hence an unusably large $M$. A code that accepts a small residual angle or strains the cell is solving a different, approximate problem. The theorems concern the lattice alone and say nothing about the atoms in the cell.
